# In P2₁/c, the points with nontrivial site symmetry are the inversion centres, and they form four orbits

To fill the unit cell of a P2₁/c crystal before a periodic simulation, one applies the symmetry operations to each listed atom and merges images that coincide up to a lattice translation. Such coincidences occur when a nonidentity operation fixes the atom's position. For an ideal crystal with exact fractional coordinates $(x,y,z)$ and the origin at an inversion centre, this happens precisely when $2x$, $2y$ and $2z$ are all integers. The operations fixing the point are then the identity and one inversion, and all such points fall into four orbits, the positions a to d.

## Points and operations

```lean
import Mathlib

open Equiv

namespace WyckoffP21c

noncomputable section
```

The file loads the Mathlib library and opens a namespace for its own definitions.

```lean
/-- A point of the crystal in fractional coordinates (x, y, z). -/
abbrev Point := ℝ × ℝ × ℝ
```

A point is a triple of real fractional coordinates. Lean writes them as `p.1`, `p.2.1` and `p.2.2`. Cell lengths and angles do not enter, and there is no numerical tolerance.

```lean
/-- The lattice translation by the integer vector (a, b, c). -/
def translation (a b c : ℤ) : Perm Point where
  toFun p := (p.1 + a, p.2.1 + b, p.2.2 + c)
  invFun p := (p.1 - a, p.2.1 - b, p.2.2 - c)
  left_inv _ := by simp
  right_inv _ := by simp
```

A `Perm Point` is a bijection of space, given by a map, its inverse and two proofs that they undo each other. This one is $(x,y,z)\mapsto(x+a,y+b,z+c)$ with integers $a,b,c$.

```lean
/-- Inversion through the point p. -/
def inversionAt (p : Point) : Perm Point where
  toFun q := (2 * p.1 - q.1, 2 * p.2.1 - q.2.1, 2 * p.2.2 - q.2.2)
  invFun q := (2 * p.1 - q.1, 2 * p.2.1 - q.2.1, 2 * p.2.2 - q.2.2)
  left_inv _ := by simp
  right_inv _ := by simp
```

Inversion through $p$ sends $q$ to $2p-q$ and is its own inverse.

```lean
/-- The screw operation (-x, y + 1/2, -z + 1/2). -/
def screw : Perm Point where
  toFun p := (-p.1, p.2.1 + 1 / 2, -p.2.2 + 1 / 2)
  invFun p := (-p.1, p.2.1 - 1 / 2, -p.2.2 + 1 / 2)
  left_inv := by
    rintro ⟨x, y, z⟩
    simp only [Prod.mk.injEq]
    refine ⟨?_, ?_, ?_⟩ <;> ring
  right_inv := by
    rintro ⟨x, y, z⟩
    simp only [Prod.mk.injEq]
    refine ⟨?_, ?_, ?_⟩ <;> ring
```

The screw operation is $(x,y,z)\mapsto(-x,\,y+\tfrac12,\,-z+\tfrac12)$. Together with the inversion at the origin, it fixes the setting: unique axis $b$, with the glide along $c$.

```lean
/-- The space group generated by lattice translations, inversion at the origin and the screw. -/
def P21c : Subgroup (Perm Point) :=
  Subgroup.closure ({g | ∃ a b c : ℤ, g = translation a b c} ∪ {inversionAt (0, 0, 0), screw})
```

`Subgroup.closure` forms the smallest group of bijections containing the lattice translations, the inversion at the origin and the screw. Its product is composition, with the right-hand factor acting first.

```lean
/-- All of 2x, 2y and 2z are integers. -/
def IsHalfIntegral (p : Point) : Prop :=
  ∃ i j k : ℤ, 2 * p.1 = i ∧ 2 * p.2.1 = j ∧ 2 * p.2.2 = k
```

This is the condition that $2x=i$, $2y=j$ and $2z=k$ for some integers $i,j,k$.

```lean
/-- The point (i/2, j/2, k/2). -/
def halfPoint (i j k : ℤ) : Point := ((i : ℝ) / 2, (j : ℝ) / 2, (k : ℝ) / 2)
```

`halfPoint i j k` is the point $(i/2,j/2,k/2)$.

```lean
/-- Representatives of positions a, b, c, d: (0,0,0), (1/2,0,0), (0,0,1/2), (1/2,0,1/2). -/
def wyckoffSite : Fin 4 → Point :=
  ![halfPoint 0 0 0, halfPoint 1 0 0, halfPoint 0 0 1, halfPoint 1 0 1]
```

The labels 0, 1, 2, 3 stand for a, b, c, d, with representatives $(0,0,0)$, $(\tfrac12,0,0)$, $(0,0,\tfrac12)$ and $(\tfrac12,0,\tfrac12)$.

```lean
/-- The representative with label w is half of (w mod 2, 0, w / 2), with w / 2 rounded down. -/
private theorem site_eq (w : Fin 4) :
    wyckoffSite w = halfPoint ((w.val % 2 : ℕ) : ℤ) 0 ((w.val / 2 : ℕ) : ℤ) := by
  fin_cases w <;> rfl
```

Label $w$ therefore has the representative $\tfrac12(w \bmod 2,\,0,\,\lfloor w/2\rfloor)$. Lean checks the four cases.

```lean
/-- Lattice translations, the inversion at the origin and the screw belong to the group. -/
private theorem generators_mem : (∀ a b c, translation a b c ∈ P21c) ∧
    inversionAt (0, 0, 0) ∈ P21c ∧ screw ∈ P21c :=
  ⟨fun a b c => Subgroup.subset_closure (Or.inl ⟨a, b, c, rfl⟩),
    Subgroup.subset_closure (Or.inr (Or.inl rfl)),
    Subgroup.subset_closure (Or.inr (Or.inr rfl))⟩
```

The generators belong to the group they generate.

## The form of every operation

```lean
/-- Every operation of the group has linear part diag(s, t, s) with signs s, t and translation (a,
m/2, n/2), where each of m and n is even exactly when s = t. -/
theorem normal_form {g : Perm Point} (hg : g ∈ P21c) : ∃ s t a m n : ℤ,
    (s = 1 ∨ s = -1) ∧ (t = 1 ∨ t = -1) ∧ (m % 2 = 0 ↔ s = t) ∧ (n % 2 = 0 ↔ s = t) ∧
    ∀ x y z : ℝ, g (x, y, z) = (s * x + a, t * y + m / 2, s * z + n / 2) := by
  unfold P21c at hg
  induction hg using Subgroup.closure_induction with
  | mem g hg =>
    rcases hg with ⟨a, b, c, rfl⟩ | rfl | rfl
    · exact ⟨1, 1, a, 2 * b, 2 * c, by omega, by omega, by omega, by omega,
        fun x y z => by simp [translation]⟩
    · exact ⟨-1, -1, 0, 0, 0, by omega, by omega, by omega, by omega,
        fun x y z => by simp [inversionAt]⟩
    · exact ⟨-1, 1, 0, 1, 1, by omega, by omega, by omega, by omega,
        fun x y z => by simp [screw]⟩
  | one => exact ⟨1, 1, 0, 0, 0, by omega, by omega, by omega, by omega, by intros; simp⟩
  | mul g h _ _ hg hh =>
    obtain ⟨s, t, a, m, n, hs, ht, hm, hn, hg⟩ := hg
    obtain ⟨s', t', a', m', n', hs', ht', hm', hn', hh⟩ := hh
    refine ⟨s * s', t * t', s * a' + a, t * m' + m, s * n' + n, ?_, ?_, ?_, ?_, ?_⟩
    any_goals
      rcases hs with rfl | rfl <;> rcases ht with rfl | rfl <;>
        rcases hs' with rfl | rfl <;> rcases ht' with rfl | rfl <;> omega
    intro x y z
    rw [Equiv.Perm.mul_apply, hh, hg]
    simp only [Prod.mk.injEq]
    refine ⟨?_, ?_, ?_⟩ <;> push_cast <;> ring
  | inv g _ hg =>
    obtain ⟨s, t, a, m, n, hs, ht, hm, hn, hg⟩ := hg
    refine ⟨s, t, -s * a, -t * m, -s * n, hs, ht, ?_, ?_, ?_⟩
    any_goals
      rcases hs with rfl | rfl <;> rcases ht with rfl | rfl <;> omega
    intro x y z
    rw [Equiv.Perm.inv_eq_iff_eq, hg]
    simp only [Prod.mk.injEq]
    rcases hs with rfl | rfl <;> rcases ht with rfl | rfl <;>
      refine ⟨?_, ?_, ?_⟩ <;> push_cast <;> ring
```

Every operation in the group can be written as
$$g(x,y,z)=\left(sx+a,\;ty+\tfrac m2,\;sz+\tfrac n2\right),$$
where $s,t=\pm1$ and $a,m,n$ are integers. Each of $m$ and $n$ is even exactly when $s=t$, or equivalently $(-1)^m=(-1)^n=st$.

By hand, one checks the generators and then shows that products and inverses keep this form. If $h$ has data $s',t',a',m',n'$, then $gh$ has signs $ss'$ and $tt'$, and its integers are
$$sa'+a,\qquad tm'+m,\qquad sn'+n.$$
Signs do not affect parity, so $(-1)^{tm'+m}=(-1)^{m'}(-1)^m=(ss')(tt')$, and likewise for $sn'+n$. The inverse has the same signs and the integers $-sa,-tm,-sn$, with unchanged parities.

The Lean induction has the same cases: `mem` for generators, `one` for the identity, `mul` and `inv`. The tactic `omega` settles the integer parities, and `ring` checks the coordinate formulas.

## Which operations fix a point

```lean
/-- A nonidentity operation of the group that fixes p is the inversion through p, and p is
half-integral. -/
theorem eq_inversionAt_of_fixes {g : Perm Point} {p : Point} (hg : g ∈ P21c)
    (hp : g p = p) (h1 : g ≠ 1) : IsHalfIntegral p ∧ g = inversionAt p := by
  obtain ⟨s, t, a, m, n, hs, ht, hm, hn, h⟩ := normal_form hg
  obtain ⟨x, y, z⟩ := p
  rw [h] at hp
  simp only [Prod.mk.injEq] at hp
  obtain ⟨hx, hy, hz⟩ := hp
  rcases hs with rfl | rfl <;> rcases ht with rfl | rfl <;> push_cast at hx hy hz
  · -- a translation with a fixed point is the identity
    have ha : (a : ℝ) = 0 := by linarith
    have hm' : (m : ℝ) = 0 := by linarith
    have hn' : (n : ℝ) = 0 := by linarith
    refine absurd (Equiv.ext ?_) h1
    rintro ⟨u, v, w⟩
    rw [h, ha, hm', hn']
    simp
  · -- a glide shifts z by an odd multiple of 1/2
    have hn' : (n : ℝ) = 0 := by linarith
    have : n = 0 := by exact_mod_cast hn'
    omega
  · -- a screw shifts y by an odd multiple of 1/2
    have hm' : (m : ℝ) = 0 := by linarith
    have : m = 0 := by exact_mod_cast hm'
    omega
  · obtain ⟨b, rfl⟩ : ∃ b, m = 2 * b := ⟨m / 2, by omega⟩
    obtain ⟨c, rfl⟩ : ∃ c, n = 2 * c := ⟨n / 2, by omega⟩
    push_cast at hy hz
    refine ⟨⟨a, b, c, (by linarith : 2 * x = a), (by linarith : 2 * y = b),
      (by linarith : 2 * z = c)⟩, Equiv.ext ?_⟩
    rintro ⟨u, v, w⟩
    rw [h]
    simp only [inversionAt, Equiv.coe_fn_mk, Prod.mk.injEq]
    refine ⟨?_, ?_, ?_⟩ <;> push_cast <;> linarith
```

Suppose $g\neq1$ fixes $p=(x,y,z)$. The four sign choices give four cases:

- $s=t=1$: $g$ is a translation. A fixed point forces $a=m=n=0$, so $g=1$, a contradiction.
- $s=1,\ t=-1$: $g$ is a glide. The third coordinate requires $n=0$, but $n$ is odd.
- $s=-1,\ t=1$: $g$ is a screw. The second coordinate requires $m=0$, but $m$ is odd.
- $s=t=-1$: write $m=2b$ and $n=2c$. Then $2x=a$, $2y=b$ and $2z=c$, so $p$ is half-integral and $g(q)=2p-q$.

The two `rcases` steps make this split, and `linarith` solves the linear equations for the real coordinates.

```lean
/-- The stabiliser of a half-integral point has order two. -/
theorem card_stabilizer {p : Point} (hp : IsHalfIntegral p) :
    Nat.card (MulAction.stabilizer P21c p) = 2 := by
  have hmem : inversionAt p ∈ P21c := by
    obtain ⟨i, j, k, hi, hj, hk⟩ := hp
    have e : inversionAt p = translation i j k * inversionAt (0, 0, 0) := by
      refine Equiv.ext ?_
      rintro ⟨x, y, z⟩
      simp only [Equiv.Perm.mul_apply, translation, inversionAt, Equiv.coe_fn_mk, Prod.mk.injEq]
      refine ⟨?_, ?_, ?_⟩ <;> linarith
    rw [e]
    exact P21c.mul_mem (generators_mem.1 i j k) generators_mem.2.1
  have hfix : inversionAt p p = p := by
    obtain ⟨x, y, z⟩ := p
    simp only [inversionAt, Equiv.coe_fn_mk, Prod.mk.injEq]
    refine ⟨?_, ?_, ?_⟩ <;> ring
  have hne : inversionAt p ≠ 1 := by
    intro h
    have h' := congrArg (fun g : Perm Point => (g (p.1 + 1, p.2.1, p.2.2)).1) h
    change 2 * p.1 - (p.1 + 1) = p.1 + 1 at h'
    linarith
  rw [Nat.card_eq_two_iff]
  refine ⟨1, ⟨⟨inversionAt p, hmem⟩, hfix⟩, ?_, Set.eq_univ_of_forall ?_⟩
  · intro h
    exact hne (congrArg (fun k : MulAction.stabilizer P21c p => k.1.1) h).symm
  · rintro ⟨⟨g, hg⟩, hgp⟩
    by_cases h1 : g = 1
    · exact Or.inl (Subtype.ext (Subtype.ext h1))
    · exact Or.inr (Set.mem_singleton_iff.mpr
        (Subtype.ext (Subtype.ext (eq_inversionAt_of_fixes hg hgp h1).2)))
```

For a half-integral $p$ with $2p=(i,j,k)$, inversion through $p$ is the inversion at the origin followed by translation by $(i,j,k)$, so it belongs to the group. It fixes $p$, but sends $(x+1,y,z)$ to $(x-1,y,z)$, so it is not the identity. The preceding theorem excludes any further element. The stabiliser, the subgroup of operations fixing $p$, thus has exactly two elements.

```lean
/-- A point has a nontrivial stabiliser exactly when 2x, 2y and 2z are all integers. -/
theorem stabilizer_ne_bot_iff (p : Point) :
    MulAction.stabilizer P21c p ≠ ⊥ ↔ IsHalfIntegral p := by
  constructor
  · intro h
    obtain ⟨⟨⟨g, hg⟩, hp⟩, h1⟩ := Subgroup.ne_bot_iff_exists_ne_one.1 h
    exact (eq_inversionAt_of_fixes hg hp (fun h => h1 (Subtype.ext (Subtype.ext h)))).1
  · intro h hb
    have hc := card_stabilizer h
    rw [hb] at hc
    simp at hc
```

Here `⊥` is the trivial subgroup. If the stabiliser is larger than that, it contains a nonidentity operation, and $p$ is half-integral. Conversely, a half-integral point has a stabiliser of order two, whereas the trivial subgroup has order one.

## Two parities label the orbits

```lean
/-- The points (i/2, j/2, k/2) and (i'/2, j'/2, k'/2) lie in the same orbit exactly when i' has the
parity of i and j' + k' has the parity of j + k. -/
theorem same_orbit_iff (i j k i' j' k' : ℤ) :
    halfPoint i' j' k' ∈ MulAction.orbit P21c (halfPoint i j k) ↔
      i' % 2 = i % 2 ∧ (j' + k') % 2 = (j + k) % 2 := by
  constructor
  · rintro ⟨⟨g, hg⟩, h⟩
    obtain ⟨s, t, a, m, n, hs, ht, hm, hn, hF⟩ := normal_form hg
    change g ((i : ℝ) / 2, (j : ℝ) / 2, (k : ℝ) / 2) =
      ((i' : ℝ) / 2, (j' : ℝ) / 2, (k' : ℝ) / 2) at h
    rw [hF] at h
    simp only [Prod.mk.injEq] at h
    obtain ⟨hx, hy, hz⟩ := h
    have e1 : (i' : ℝ) = s * i + 2 * a := by linear_combination -2 * hx
    have e2 : (j' : ℝ) = t * j + m := by linear_combination -2 * hy
    have e3 : (k' : ℝ) = s * k + n := by linear_combination -2 * hz
    norm_cast at e1 e2 e3
    rcases hs with rfl | rfl <;> rcases ht with rfl | rfl <;> omega
  · rintro ⟨h1, h2⟩
    obtain ⟨hT, hI, hS⟩ := generators_mem
    obtain ⟨a, rfl⟩ : ∃ a, i' = i + 2 * a := ⟨(i' - i) / 2, by omega⟩
    by_cases hj : j' % 2 = j % 2
    · -- a lattice translation suffices
      obtain ⟨b, rfl⟩ : ∃ b, j' = j + 2 * b := ⟨(j' - j) / 2, by omega⟩
      obtain ⟨c, rfl⟩ : ∃ c, k' = k + 2 * c := ⟨(k' - k) / 2, by omega⟩
      refine MulAction.mem_orbit_iff.mpr ⟨⟨translation a b c, hT a b c⟩, ?_⟩
      change translation a b c (halfPoint i j k) = _
      simp only [translation, halfPoint, Equiv.coe_fn_mk, Prod.mk.injEq]
      refine ⟨?_, ?_, ?_⟩ <;> push_cast <;> ring
    · -- otherwise a glide connects the points
      obtain ⟨b, rfl⟩ : ∃ b, j' = -j - 1 + 2 * b := ⟨(j' + j + 1) / 2, by omega⟩
      obtain ⟨c, rfl⟩ : ∃ c, k' = k - 1 + 2 * c := ⟨(k' - k + 1) / 2, by omega⟩
      refine MulAction.mem_orbit_iff.mpr ⟨⟨translation a b c * (inversionAt (0, 0, 0) * screw),
        P21c.mul_mem (hT a b c) (P21c.mul_mem hI hS)⟩, ?_⟩
      change translation a b c (inversionAt (0, 0, 0) (screw (halfPoint i j k))) = _
      simp only [translation, inversionAt, screw, halfPoint, Equiv.coe_fn_mk, Prod.mk.injEq]
      refine ⟨?_, ?_, ?_⟩ <;> push_cast <;> ring
```

The orbit of a point is the set of its images under the whole group. Two half-integral points share an orbit exactly when $i'\equiv i$ and $j'+k'\equiv j+k$ modulo 2.

For the forward direction, doubling the coordinates in the normal form gives
$$i'=si+2a,\qquad j'=tj+m,\qquad k'=sk+n.$$
Since $m$ and $n$ have the same parity, $m+n$ is even and both parities are preserved.

For the converse, write $i'=i+2a$. If $j'\equiv j$, then $k'\equiv k$ as well, and a lattice translation connects the points. Otherwise $j'$ differs in parity from $j$, and $k'$ from $k$. The screw followed by inversion at the origin is the glide
$$(x,y,z)\mapsto(x,\,-y-\tfrac12,\,z-\tfrac12),$$
which takes $(i,j,k)/2$ to $(i,-j-1,k-1)/2$. A lattice translation then reaches the target.

```lean
/-- The four representatives a to d have nontrivial stabilisers, and every point with nontrivial
stabiliser lies in the orbit of exactly one of them. -/
theorem wyckoff_classification :
    (∀ w, MulAction.stabilizer P21c (wyckoffSite w) ≠ ⊥) ∧
    ∀ p, MulAction.stabilizer P21c p ≠ ⊥ →
      ∃! w : Fin 4, p ∈ MulAction.orbit P21c (wyckoffSite w) := by
  constructor
  · intro w
    rw [stabilizer_ne_bot_iff, site_eq]
    exact ⟨_, _, _, mul_div_cancel₀ _ two_ne_zero, mul_div_cancel₀ _ two_ne_zero,
      mul_div_cancel₀ _ two_ne_zero⟩
  · intro p hp
    obtain ⟨i, j, k, hi, hj, hk⟩ := (stabilizer_ne_bot_iff p).1 hp
    obtain rfl : p = halfPoint i j k :=
      Prod.ext (by change p.1 = (i : ℝ) / 2; linarith)
        (Prod.ext (by change p.2.1 = (j : ℝ) / 2; linarith)
          (by change p.2.2 = (k : ℝ) / 2; linarith))
    -- the two parities are the binary digits of the site label
    obtain ⟨w, hw⟩ : ∃ w : Fin 4, (w.val : ℤ) = i % 2 + 2 * ((j + k) % 2) :=
      ⟨⟨(i % 2 + 2 * ((j + k) % 2)).toNat, by omega⟩, Int.toNat_of_nonneg (by omega)⟩
    refine ⟨w, ?_, fun v hv => ?_⟩
    · change halfPoint i j k ∈ MulAction.orbit P21c (wyckoffSite w)
      rw [site_eq, same_orbit_iff]
      constructor <;> omega
    · change halfPoint i j k ∈ MulAction.orbit P21c (wyckoffSite v) at hv
      rw [site_eq, same_orbit_iff] at hv
      have := v.isLt
      apply Fin.ext
      omega
```

All four representatives have nontrivial stabilisers, and every point with a nontrivial stabiliser lies in the orbit of exactly one of them; `∃!` means "there is exactly one". For the point $(i/2,j/2,k/2)$ the label is
$$w=(i\bmod2)+2\,((j+k)\bmod2).$$
The representative with label $w$ has these same two parities, and no other label does.

```lean
/-- The points with nontrivial stabiliser form exactly four orbits. -/
theorem four_special_orbits :
    {O : Set Point | ∃ p, MulAction.stabilizer P21c p ≠ ⊥ ∧
      O = MulAction.orbit P21c p}.ncard = 4 := by
  obtain ⟨hsite, huniq⟩ := wyckoff_classification
  have hset : {O : Set Point | ∃ p, MulAction.stabilizer P21c p ≠ ⊥ ∧
      O = MulAction.orbit P21c p} =
      (fun w : Fin 4 => MulAction.orbit P21c (wyckoffSite w)) '' Set.univ := by
    ext O
    constructor
    · rintro ⟨p, hp, rfl⟩
      obtain ⟨w, hw, _⟩ := huniq p hp
      exact ⟨w, trivial, (MulAction.orbit_eq_iff.2 hw).symm⟩
    · rintro ⟨w, _, rfl⟩
      exact ⟨wyckoffSite w, hsite w, rfl⟩
  have hinj : Function.Injective
      (fun w : Fin 4 => MulAction.orbit P21c (wyckoffSite w)) := fun v w h =>
    (huniq _ (hsite v)).unique (MulAction.mem_orbit_self _) (MulAction.orbit_eq_iff.1 h)
  rw [hset, Set.ncard_image_of_injective _ hinj, Set.ncard_univ]
  simp

end

end WyckoffP21c
```

The set being counted consists of orbits, not points, and `ncard` is its number of elements. The map from labels to orbits reaches every special orbit, and by the uniqueness just shown it sends different labels to different orbits. There are four labels, hence four orbits.

```lean
#print axioms WyckoffP21c.four_special_orbits
```

```
'WyckoffP21c.four_special_orbits' depends on axioms: [propext, Classical.choice, Quot.sound]
```
